# Under detailed balance, the decay rate of a finite-state autocorrelation never increases

## Two states exchanging population

A molecule hops from state 1 to state 2 at rate $a>0$ and back at rate $b>0$. At equilibrium the states have probabilities $\pi_1=b/(a+b)$ and $\pi_2=a/(a+b)$. Let $f$ be 1 in state 1 and 0 in state 2. Its autocorrelation, without subtraction of the mean, is

$$C(t)=\pi_1\left(\pi_1+\pi_2e^{-(a+b)t}\right),\qquad -\frac{d}{dt}\log C(t)=\frac{a\,e^{-(a+b)t}}{\pi_1+\pi_2e^{-(a+b)t}} .$$

The rate starts at $a$ and falls to zero, because the decaying part dies out and leaves the constant part. Subtracting the mean from $f$ leaves one exponential, with constant rate $a+b$.

## From detailed balance to a falling rate

Let $L$ be a real square matrix and $p_i>0$ weights with $p_iL_{ij}=p_jL_{ji}$. Write $\langle f,g\rangle=\sum_ip_if_ig_i$, $\|f\|^2=\langle f,f\rangle$ and $C(t)=\langle f,e^{tL}f\rangle$. The claim is that $C(t)^2\le C(t-s)\,C(t+s)$ for all real $s,t$, and that for $f\ne0$ the rate $k=-(\log C)'$ never increases. If $L$ is the rate matrix of a memoryless hopping process, with $L_{ij}$ the rate from $i$ to $j\ne i$ and every row summing to zero, and the process is in equilibrium with probabilities $p_i$, then $C(t)$ is the autocorrelation of $f$ for $t\ge0$. The true autocorrelation is even in time, so at negative $t$ the function $C$ is only the continuation of the formula.

Detailed balance makes $L$ self-adjoint:

$$\langle Lf,g\rangle=\sum_{ij}p_iL_{ij}f_jg_i=\sum_{ij}p_jL_{ji}f_jg_i=\langle f,Lg\rangle .$$

With $D=\mathrm{diag}(p)$ the condition reads $DLD^{-1}=L^T$. Hence $De^{sL}D^{-1}=(e^{sL})^T$, so $e^{sL}$ is self-adjoint too, and

$$\langle f,e^{(s+t)L}g\rangle=\langle e^{sL}f,e^{tL}g\rangle .$$

Cauchy–Schwarz for $e^{(t-s)L/2}f$ and $e^{(t+s)L/2}f$ gives the inequality.

Now let $f\neq0$ and $u=e^{tL/2}f$. Since $e^{tL/2}$ is invertible, $u\ne0$ and $C(t)=\|u\|^2>0$. Differentiation gives $C'=\langle u,Lu\rangle$ and $C''=\|Lu\|^2$. With $k=-C'/C$,

$$\|Lu+ku\|^2=C''+2kC'+k^2C=C''-\frac{C'^2}{C},$$

$$k'=-\frac{C''C-C'^2}{C^2}=-\frac{\|Lu+ku\|^2}{C}\le0 .$$

If $k'$ vanishes, then $Lu=-ku$, and applying $e^{-tL/2}$ gives $Lf=-kf$. Conversely, $Lf=\kappa f$ gives $C(t)=e^{\kappa t}C(0)$ and the constant rate $-\kappa$.

In a finite-state kinetic model with detailed balance, the rate read from successive exact values of $\log C$ at times $t\ge0$ therefore cannot rise, though statistical noise in estimated values can make it appear to. For $a=b=1$ and times $0,\tfrac12\ln2,\ln2$, the values of $C$ are in the ratio $2:1.5:1.25$. Then $1.5^2=2.25\le2.5$, and the two interval rates are about $0.83$ and $0.53$.

## Weights, generator and propagation in Lean

The states form a finite type `n`, and observables are functions `n → ℝ`.

```lean
import Mathlib

open Matrix

namespace EquilibriumAutocorrelation

noncomputable section

variable {n : Type*} [Fintype n]
```

The weights `p` need not sum to one; rescaling them multiplies $C$ by a constant and leaves $k$ unchanged.

```lean
/-- The equilibrium inner product `∑ i, p i * f i * g i` of two observables, with weights `p`. -/
def eqInner (p f g : n → ℝ) : ℝ := ∑ i, p i * f i * g i
```

For a rate matrix, `L i j` with $i\ne j$ is the rate from $i$ to $j$, and the condition says that equilibrium fluxes balance pairwise.

```lean
/-- Detailed balance: the equilibrium flux from `i` to `j` equals the flux from `j` to `i`. -/
def DetailedBalance (p : n → ℝ) (L : Matrix n n ℝ) : Prop :=
  ∀ i j, p i * L i j = p j * L j i
```

Self-adjointness follows by exchanging the two sums and using the balance condition term by term.

```lean
/-- A matrix in detailed balance with `p` is self-adjoint for the equilibrium inner product. -/
theorem eqInner_mulVec {p : n → ℝ} {L : Matrix n n ℝ} (hL : DetailedBalance p L)
    (f g : n → ℝ) : eqInner p (L *ᵥ f) g = eqInner p f (L *ᵥ g) := by
  simp only [eqInner, Matrix.mulVec, dotProduct, Finset.mul_sum, Finset.sum_mul]
  rw [Finset.sum_comm]
  refine Finset.sum_congr rfl fun i _ => Finset.sum_congr rfl fun j _ => ?_
  linear_combination (-(f i * g j)) * hL i j
```

The matrix exponential acts on observables, not on populations. The definitions allow negative $t$, but the physical autocorrelation is the part with $t\ge0$.

```lean
variable [DecidableEq n]

/-- The observable `f` propagated over the time `t`, that is `exp (t L) f`. -/
def propagate (L : Matrix n n ℝ) (t : ℝ) (f : n → ℝ) : n → ℝ :=
  NormedSpace.exp (t • L) *ᵥ f

/-- The autocorrelation function `C(t) = ∑ i, p i * f i * (exp (t L) f) i`. -/
def autocorr (p : n → ℝ) (L : Matrix n n ℝ) (f : n → ℝ) (t : ℝ) : ℝ :=
  eqInner p f (propagate L t f)
```

The rate is literally minus the derivative of the logarithm.

```lean
/-- The logarithmic decay rate `k(t) = -d/dt log C(t)`, meaningful where `C(t) > 0`. -/
def decayRate (p : n → ℝ) (L : Matrix n n ℝ) (f : n → ℝ) (t : ℝ) : ℝ :=
  -deriv (fun τ => Real.log (autocorr p L f τ)) t
```

The next vector is $Lu+ku$, whose norm controls the change of the rate.

```lean
/-- The vector `L u + k(t) u` for the half-way observable `u = exp (t L / 2) f`. -/
def rateDefect (p : n → ℝ) (L : Matrix n n ℝ) (f : n → ℝ) (t : ℝ) : n → ℝ :=
  L *ᵥ propagate L (t / 2) f + decayRate p L f t • propagate L (t / 2) f
```

None of these definitions requires zero row sums or non-negative off-diagonal entries. Applying the results to a real system assumes that it hops without memory among finitely many states, and that the observable depends only on the state.

## Splitting the time and applying Cauchy–Schwarz

Exponentials of multiples of $L$ commute with one another and with $L$.

```lean
/-- Propagation over `s + t` is propagation over `t` and then over `s`, and propagation
commutes with `L`. -/
theorem propagate_add_comm (L : Matrix n n ℝ) (s t : ℝ) (f : n → ℝ) :
    propagate L (s + t) f = propagate L s (propagate L t f) ∧
      propagate L t (L *ᵥ f) = L *ᵥ propagate L t f := by
  have h1 : Commute (s • L) (t • L) := ((Commute.refl L).smul_left s).smul_right t
  have h2 : Commute L (NormedSpace.exp (t • L)) := ((Commute.refl L).smul_right t).exp_right
  unfold propagate
  constructor
  · rw [add_smul, Matrix.exp_add_of_commute _ _ h1, Matrix.mulVec_mulVec]
  · rw [Matrix.mulVec_mulVec, Matrix.mulVec_mulVec, h2.eq]
```

Here `h2` is $DsLD^{-1}=(sL)^T$, `h3` carries it to the exponential, and `hE` restates the result as detailed balance for the propagator.

```lean
/-- For positive weights and detailed balance, a correlation over the time `s + t` is the
inner product of one observable propagated over `s` and the other propagated over `t`. -/
theorem eqInner_propagate_add {p : n → ℝ} {L : Matrix n n ℝ} (hp : ∀ i, 0 < p i)
    (hL : DetailedBalance p L) (f g : n → ℝ) (s t : ℝ) :
    eqInner p f (propagate L (s + t) g) = eqInner p (propagate L s f) (propagate L t g) := by
  have hdet : IsUnit (diagonal p).det := by
    rw [Matrix.det_diagonal]
    exact (Finset.prod_ne_zero_iff.mpr fun i _ => (hp i).ne').isUnit
  have hU : IsUnit (diagonal p) := (Matrix.isUnit_iff_isUnit_det _).mpr hdet
  -- conjugation by the weights transposes `L`, hence also its exponential
  have h1 : diagonal p * (s • L) = (s • L)ᵀ * diagonal p := by
    ext i j
    simp only [Matrix.diagonal_mul, Matrix.mul_diagonal, Matrix.transpose_apply,
      Matrix.smul_apply, smul_eq_mul]
    linear_combination s * hL i j
  have h2 : diagonal p * (s • L) * (diagonal p)⁻¹ = (s • L)ᵀ := by
    rw [h1, Matrix.mul_assoc, Matrix.mul_nonsing_inv _ hdet, Matrix.mul_one]
  have h3 := Matrix.exp_conj (diagonal p) (s • L) hU
  rw [h2, Matrix.exp_transpose] at h3
  have h4 : (NormedSpace.exp (s • L))ᵀ * diagonal p
      = diagonal p * NormedSpace.exp (s • L) := by
    rw [h3, Matrix.mul_assoc, Matrix.nonsing_inv_mul _ hdet, Matrix.mul_one]
  have hE : DetailedBalance p (NormedSpace.exp (s • L)) := by
    intro i j
    have h5 := congrFun (congrFun h4 i) j
    simp only [Matrix.diagonal_mul, Matrix.mul_diagonal, Matrix.transpose_apply] at h5
    linear_combination -h5
  rw [(propagate_add_comm L s t g).1]
  exact (eqInner_mulVec hE f (propagate L t g)).symm
```

The local fact `cs` is the weighted Cauchy–Schwarz inequality, obtained from the ordinary one by putting $\sqrt{p_i}$ into each vector. This theorem also allows $f=0$.

```lean
/-- Log-convexity of the autocorrelation: for positive weights and detailed balance,
`C(t)² ≤ C(t - s) C(t + s)` for all real `s` and `t`. -/
theorem autocorr_sq_le {p : n → ℝ} {L : Matrix n n ℝ} (hp : ∀ i, 0 < p i)
    (hL : DetailedBalance p L) (f : n → ℝ) (s t : ℝ) :
    autocorr p L f t ^ 2 ≤ autocorr p L f (t - s) * autocorr p L f (t + s) := by
  -- Cauchy-Schwarz for the weighted inner product
  have cs (u v : n → ℝ) : eqInner p u v ^ 2 ≤ eqInner p u u * eqInner p v v := by
    have e (a b : n → ℝ) :
        ∑ i, (√(p i) * a i) * (√(p i) * b i) = eqInner p a b :=
      Finset.sum_congr rfl fun i _ => by
        linear_combination (a i * b i) * Real.mul_self_sqrt (hp i).le
    have h := Finset.sum_mul_sq_le_sq_mul_sq Finset.univ
      (fun i => √(p i) * u i) (fun i => √(p i) * v i)
    simpa only [sq, e] using h
  have h := cs (propagate L ((t - s) / 2) f) (propagate L ((t + s) / 2) f)
  have e : (t - s) / 2 + (t + s) / 2 = t := by ring
  rw [← eqInner_propagate_add hp hL, ← eqInner_propagate_add hp hL,
    ← eqInner_propagate_add hp hL, e, add_halves, add_halves] at h
  exact h
```

## The derivative of the rate

A correlation is a linear function `φ` of the propagator, so the derivative of the exponential passes through it.

```lean
/-- The time derivative of the correlation of `g` with `exp (t L) f` is the correlation of `g`
with `exp (t L) L f`. -/
theorem hasDerivAt_correlation (p g f : n → ℝ) (L : Matrix n n ℝ) (t : ℝ) :
    HasDerivAt (fun τ => eqInner p g (propagate L τ f))
      (eqInner p g (propagate L t (L *ᵥ f))) t := by
  let : NormedRing (Matrix n n ℝ) := Matrix.linftyOpNormedRing
  let : NormedAlgebra ℝ (Matrix n n ℝ) := Matrix.linftyOpNormedAlgebra
  have : CompleteSpace (Matrix n n ℝ) := FiniteDimensional.complete ℝ _
  -- the correlation is a linear function of the propagator
  let φ : Matrix n n ℝ →ₗ[ℝ] ℝ :=
    { toFun := fun A => eqInner p g (A *ᵥ f)
      map_add' := fun A B => by
        simp only [eqInner, Matrix.add_mulVec, Pi.add_apply, mul_add, Finset.sum_add_distrib]
      map_smul' := fun c A => by
        simp only [eqInner, Matrix.mulVec, dotProduct, Matrix.smul_apply, smul_eq_mul,
          Finset.mul_sum, RingHom.id_apply]
        exact Finset.sum_congr rfl fun i _ => Finset.sum_congr rfl fun j _ => by ring }
  have h := (LinearMap.toContinuousLinearMap φ).hasFDerivAt.comp_hasDerivAt t
    (hasDerivAt_exp_smul_const L t)
  have e : propagate L t (L *ᵥ f) = (NormedSpace.exp (t • L) * L) *ᵥ f := by
    rw [propagate, Matrix.mulVec_mulVec]
  rw [e]
  exact h
```

Propagating back by $-t/2$ shows $u\neq0$, which gives positivity and then $k=-C'/C$.

```lean
/-- For positive weights, detailed balance and `f ≠ 0`, the autocorrelation is positive and the
decay rate is `-C'(t) / C(t)`, with `C'(t)` the correlation of `f` with `exp (t L) L f`. -/
theorem decayRate_eq {p : n → ℝ} {L : Matrix n n ℝ} (hp : ∀ i, 0 < p i)
    (hL : DetailedBalance p L) {f : n → ℝ} (hf : f ≠ 0) (t : ℝ) :
    0 < autocorr p L f t ∧
      decayRate p L f t = -(eqInner p f (propagate L t (L *ᵥ f)) / autocorr p L f t) := by
  have hpos : 0 < autocorr p L f t := by
    have hback : propagate L (-(t / 2)) (propagate L (t / 2) f) = f := by
      rw [← (propagate_add_comm L _ _ f).1, neg_add_cancel]
      simp [propagate]
    have hu : propagate L (t / 2) f ≠ 0 := by
      intro h
      rw [h] at hback
      exact hf (hback.symm.trans (Matrix.mulVec_zero _))
    have hC : autocorr p L f t
        = eqInner p (propagate L (t / 2) f) (propagate L (t / 2) f) := by
      rw [← eqInner_propagate_add hp hL, add_halves, autocorr]
    obtain ⟨i, hi⟩ := Function.ne_iff.mp hu
    rw [hC]
    refine Finset.sum_pos' (fun j _ => ?_) ⟨i, Finset.mem_univ i, ?_⟩
    · rw [mul_assoc]
      exact mul_nonneg (hp j).le (mul_self_nonneg _)
    · rw [mul_assoc]
      exact mul_pos (hp i) (mul_self_pos.mpr hi)
  have hC' : HasDerivAt (autocorr p L f) (eqInner p f (propagate L t (L *ᵥ f))) t :=
    hasDerivAt_correlation p f f L t
  exact ⟨hpos, congrArg Neg.neg (hC'.log hpos.ne').deriv⟩
```

The quotient rule supplies $k'$. The facts `h0`, `h1` and `h2` express $C$, $C'$ and $C''$ through $u$, while `expand` and `key` complete the square.

```lean
/-- For positive weights, detailed balance and `f ≠ 0`, `C(t)` is positive and the decay rate
changes at the speed `-‖L u + k(t) u‖² / C(t)`, where `u = exp (t L / 2) f` and the norm is
that of the equilibrium inner product. -/
theorem hasDerivAt_decayRate {p : n → ℝ} {L : Matrix n n ℝ} (hp : ∀ i, 0 < p i)
    (hL : DetailedBalance p L) {f : n → ℝ} (hf : f ≠ 0) (t : ℝ) :
    0 < autocorr p L f t ∧ HasDerivAt (decayRate p L f)
      (-eqInner p (rateDefect p L f t) (rateDefect p L f t) / autocorr p L f t) t := by
  obtain ⟨hpos, hr⟩ := decayRate_eq hp hL hf t
  refine ⟨hpos, ?_⟩
  have hfun : decayRate p L f
      = fun τ => -(eqInner p f (propagate L τ (L *ᵥ f)) / autocorr p L f τ) :=
    funext fun τ => (decayRate_eq hp hL hf τ).2
  have hC' : HasDerivAt (fun τ => autocorr p L f τ)
      (eqInner p f (propagate L t (L *ᵥ f))) t := hasDerivAt_correlation p f f L t
  have hD := ((hasDerivAt_correlation p f (L *ᵥ f) L t).fun_div hC' hpos.ne').fun_neg
  rw [← hfun] at hD
  refine hD.congr_deriv ?_
  -- write `C`, `C'` and `C''` through the half-way observable
  have split (g : n → ℝ) : eqInner p f (propagate L t g)
      = eqInner p (propagate L (t / 2) f) (propagate L (t / 2) g) := by
    rw [← eqInner_propagate_add hp hL, add_halves]
  have comm (g : n → ℝ) : propagate L (t / 2) (L *ᵥ g) = L *ᵥ propagate L (t / 2) g :=
    (propagate_add_comm L 0 (t / 2) g).2
  have h0 : autocorr p L f t
      = eqInner p (propagate L (t / 2) f) (propagate L (t / 2) f) := split f
  have h1 := split (L *ᵥ f)
  rw [comm] at h1
  have h2 := split (L *ᵥ (L *ᵥ f))
  rw [comm, comm, ← eqInner_mulVec hL] at h2
  have expand (u v : n → ℝ) (k : ℝ) : eqInner p (v + k • u) (v + k • u)
      = eqInner p v v + 2 * k * eqInner p u v + k ^ 2 * eqInner p u u := by
    simp only [eqInner, Finset.mul_sum, ← Finset.sum_add_distrib]
    refine Finset.sum_congr rfl fun i _ => ?_
    simp only [Pi.add_apply, Pi.smul_apply, smul_eq_mul]
    ring
  have key (a b c k : ℝ) (hc : c ≠ 0) (hk : k * c = -a) :
      -((b * c - a * a) / c ^ 2) = -(b + 2 * k * a + k ^ 2 * c) / c := by
    obtain rfl : a = -(k * c) := by linarith
    rw [neg_div, neg_inj, div_eq_div_iff (pow_ne_zero 2 hc) hc]
    ring
  rw [rateDefect, expand, ← h0, ← h1, ← h2]
  refine key _ _ _ _ hpos.ne' ?_
  rw [hr, neg_mul, div_mul_cancel₀ _ hpos.ne']
```

`Antitone` means non-increasing over all real $t$, which includes the physical range $t\ge0$.

```lean
/-- For positive weights, detailed balance and `f ≠ 0`, the autocorrelation stays positive and
its logarithmic decay rate never increases with time. -/
theorem decayRate_antitone {p : n → ℝ} {L : Matrix n n ℝ} (hp : ∀ i, 0 < p i)
    (hL : DetailedBalance p L) {f : n → ℝ} (hf : f ≠ 0) :
    (∀ t, 0 < autocorr p L f t) ∧ Antitone (decayRate p L f) := by
  have h := hasDerivAt_decayRate hp hL hf
  refine ⟨fun t => (h t).1, antitone_of_deriv_nonpos
    (fun t => (h t).2.differentiableAt) fun t => ?_⟩
  rw [(h t).2.deriv]
  refine div_nonpos_of_nonpos_of_nonneg (neg_nonpos.mpr ?_) (h t).1.le
  refine Finset.sum_nonneg fun i _ => ?_
  rw [mul_assoc]
  exact mul_nonneg (hp i).le (mul_self_nonneg _)
```

## When the fall is strict

In the next statement `k` is a candidate eigenvalue, not the decay rate. The case $f=0$ is included: Lean sets $\log 0=0$, so the rate is constantly zero, and $Lf$ is a multiple of $f$.

```lean
/-- For positive weights and detailed balance, the decay rate falls strictly with time exactly
when `L f` is not a multiple of `f`. -/
theorem decayRate_strictAnti_iff {p : n → ℝ} {L : Matrix n n ℝ} (hp : ∀ i, 0 < p i)
    (hL : DetailedBalance p L) (f : n → ℝ) :
    StrictAnti (decayRate p L f) ↔ ∀ k : ℝ, L *ᵥ f ≠ k • f := by
  constructor
  · intro hs k h
    have hlt := hs (zero_lt_one' ℝ)
    rcases eq_or_ne f 0 with rfl | hf
    · simp [decayRate, autocorr, eqInner, propagate] at hlt
    · -- an eigenvector has a constant decay rate
      have hk (t : ℝ) : decayRate p L f t = -k := by
        obtain ⟨hpos, hr⟩ := decayRate_eq hp hL hf t
        have e : eqInner p f (propagate L t (L *ᵥ f)) = k * autocorr p L f t := by
          rw [h]
          simp only [autocorr, eqInner, propagate, Matrix.mulVec_smul, Pi.smul_apply,
            smul_eq_mul, Finset.mul_sum]
          exact Finset.sum_congr rfl fun i _ => by ring
        rw [hr, e, mul_div_assoc, div_self hpos.ne', mul_one]
      rw [hk, hk] at hlt
      exact lt_irrefl _ hlt
  · intro h
    have hf : f ≠ 0 := by
      rintro rfl
      exact h 0 (by simp)
    refine strictAnti_of_deriv_neg fun t => ?_
    obtain ⟨hpos, hd⟩ := hasDerivAt_decayRate hp hL hf t
    -- a vanishing defect, propagated back to time zero, makes `f` an eigenvector
    have hw : rateDefect p L f t ≠ 0 := by
      intro hw
      have hback : propagate L (-(t / 2)) (propagate L (t / 2) f) = f := by
        rw [← (propagate_add_comm L _ _ f).1, neg_add_cancel]
        simp [propagate]
      have hLu : L *ᵥ propagate L (t / 2) f
          = (-decayRate p L f t) • propagate L (t / 2) f := by
        rw [neg_smul]
        exact eq_neg_of_add_eq_zero_left hw
      have hc := (propagate_add_comm L 0 (-(t / 2)) (propagate L (t / 2) f)).2
      rw [hback, hLu, propagate, Matrix.mulVec_smul, ← propagate, hback] at hc
      exact h _ hc.symm
    obtain ⟨i, hi⟩ := Function.ne_iff.mp hw
    rw [hd.deriv]
    refine div_neg_of_neg_of_pos (neg_lt_zero.mpr ?_) hpos
    refine Finset.sum_pos' (fun j _ => ?_) ⟨i, Finset.mem_univ i, ?_⟩
    · rw [mul_assoc]
      exact mul_nonneg (hp j).le (mul_self_nonneg _)
    · rw [mul_assoc]
      exact mul_pos (hp i) (mul_self_pos.mpr hi)
```

The two-state exchange meets every hypothesis, here with unnormalised weights $(b,a)$. The observable is $f=(1,0)$, the indicator of state 1, which the docstring calls its population. The second component of $Lf$ is $b\neq0$, while that of $f$ is zero, so the rate falls strictly.

```lean
/-- Two-state exchange with positive rates `a` and `b` has positive weights `(b, a)` in detailed
balance, and the population of the first state is not an eigenvector. -/
theorem twoState_witness {a b : ℝ} (ha : 0 < a) (hb : 0 < b) :
    (∀ i, 0 < ![b, a] i) ∧ DetailedBalance ![b, a] !![-a, a; b, -b] ∧
      ∀ k : ℝ, !![-a, a; b, -b] *ᵥ ![1, 0] ≠ k • ![1, 0] := by
  refine ⟨?_, ?_, ?_⟩
  · intro i
    fin_cases i
    · exact hb
    · exact ha
  · intro i j
    fin_cases i <;> fin_cases j <;> simp [mul_comm]
  · intro k h
    have h1 := congrFun h 1
    simp [Matrix.mulVec, dotProduct, Fin.sum_univ_two] at h1
    exact hb.ne' h1

end

end EquilibriumAutocorrelation
```

```lean
#print axioms EquilibriumAutocorrelation.autocorr_sq_le
#print axioms EquilibriumAutocorrelation.decayRate_antitone
#print axioms EquilibriumAutocorrelation.decayRate_strictAnti_iff
```

```
'EquilibriumAutocorrelation.autocorr_sq_le' depends on axioms: [propext, Classical.choice, Quot.sound]
'EquilibriumAutocorrelation.decayRate_antitone' depends on axioms: [propext, Classical.choice, Quot.sound]
'EquilibriumAutocorrelation.decayRate_strictAnti_iff' depends on axioms: [propext, Classical.choice, Quot.sound]
```
